# Grid and broadening limits do not commute for the density of states of the band $k^2$ at an energy inside the band with irrational $\sqrt E$

## Converging a smeared density of states

A safe way to converge a density of states computed with Gaussian smearing is to hold the broadening fixed while refining the k-grid, then reduce the broadening and refine again. In the model below, a single one-dimensional band without matrix elements, this order of limits gives the correct density of states at energies inside the band, while narrowing the Gaussian on a fixed grid gives zero at every energy that no grid point hits. Sums over energy-conserving delta functions also appear in the scattering rates of Boltzmann transport.

## The band, the grid and the two limits

Take the band $k^2$ on $0\le k\le 1$ and an energy $0<E<1$, in dimensionless units. The normalized Gaussian of standard deviation $s>0$ is

$$d_s(x)=\frac{1}{\sqrt{2\pi}\,s}\,e^{-x^2/(2s^2)} .$$

The density of states on a grid of $N$ points, and its counterpart with the exact integral, are

$$R(N,s)=\frac1N\sum_{j=0}^{N-1} d_s\!\left((j/N)^2-E\right),\qquad D(s)=\int_0^1 d_s(k^2-E)\,dk .$$

If $\sqrt E$ is irrational, then

$$\lim_{s\to0^+}\lim_{N\to\infty}R(N,s)=\frac{1}{2\sqrt E}>0,\qquad \lim_{s\to0^+}R(N,s)=0\ \text{ for every fixed } N .$$

Irrationality means that no grid point, on any grid, lies exactly at energy $E$.

## Refining the grid first

Fix $s$ and write $f(k)=d_s(k^2-E)$. This function is uniformly continuous on $[0,1]$, so for any $\eta>0$ there is a $\delta>0$ such that $f$ varies by less than $\eta/2$ over distances below $\delta$. If $N>1/\delta$, replacing $f$ by its left-end value in a cell of width $1/N$ costs at most $\eta/(2N)$. The $N$ cells together cost at most $\eta/2$, hence $R(N,s)\to D(s)$.

Now let $s\to0^+$. Put $q=\sqrt E$ and substitute $k=q+st$. Since $k^2-E=(k-q)(k+q)=st\,(2q+st)$,

$$D(s)=\int_{-q/s}^{(1-q)/s}\frac{1}{\sqrt{2\pi}}\,e^{-t^2(2q+st)^2/2}\,dt .$$

In the integration range $2q+st=k+q\ge q$, so the integrand is at most $e^{-q^2t^2/2}/\sqrt{2\pi}$, which is integrable and independent of $s$. For each $t$ the integrand tends to $e^{-(2qt)^2/2}/\sqrt{2\pi}$, and the range grows to the whole line. By dominated convergence and $\int e^{-at^2}dt=\sqrt{\pi/a}$ with $a=2q^2$,

$$D(s)\to\frac{1}{\sqrt{2\pi}}\sqrt{\frac{\pi}{2q^2}}=\frac{1}{2q}=\frac{1}{2\sqrt E}.$$

## Removing the broadening first

Fix $N\ge1$ and let $x_j=(j/N)^2-E$. If some $x_j$ were zero, $\sqrt E=j/N$ would be rational. So every $x_j$ is nonzero. For $y>0$ we have $e^y\ge 1+y>y$, hence $e^{-y}<1/y$. With $y=x_j^2/(2s^2)$,

$$0\le d_s(x_j)\le\frac{1}{\sqrt{2\pi}\,s}\cdot\frac{2s^2}{x_j^2}=\frac{2s}{\sqrt{2\pi}\,x_j^2}\to0 .$$

A finite average of such terms also tends to zero.

A grid point exactly at $E$ behaves in the opposite way: it alone contributes $1/(N\sqrt{2\pi}\,s)$, and the sum diverges.

## The smallest grids

For $N=1$ the only point is $k=0$, and $R(1,s)=d_s(E)$ is the tail of one Gaussian, which vanishes as $s\to0^+$. With $N=2$ the points are $0$ and $1/2$. At $E=1/4$, where $\sqrt E$ is rational, the second point is on shell and $R(2,s)$ diverges.

## Reading the Lean statement

`gaussian s x` is $d_s(x)$, `sampledDOS parabolicBand E N s` is $R(N,s)$, and `broadenedDOS parabolicBand E s` is $D(s)$. The index set `Finset.range N` runs over $j=0,\dots,N-1$, so the grid includes $k=0$ and omits $k=1$. The filter `𝓝[>] 0` means that $s$ approaches zero through positive values.

The theorem `grid_and_broadening_limits_do_not_commute` has four parts: $R(N,s)\to D(s)$ for each $s>0$; $D(s)\to1/(2\sqrt E)$; $R(N,s)\to0$ for each $N$; and $1/(2\sqrt E)>0$. The first two form the iterated limit, and the last makes the two answers different. $D(s)$ is an average over $0\le k\le1$ with no spin factor. Since $k^2$ is even, the average over the symmetric zone $-1\le k\le1$ is the same.

The theorem gives no convergence rate and does not treat $N$ and $s$ varying together. As a heuristic, grid energies near $E$ are spaced by about $2\sqrt E/N$, and the broadening should not be small compared with that spacing.

```lean
import Mathlib

open Filter Topology MeasureTheory

namespace BroadenedDensityOfStates

noncomputable section

/-- The normalized Gaussian of standard deviation `s`, for `s > 0`. -/
def gaussian (s x : ℝ) : ℝ :=
  (Real.sqrt (2 * Real.pi))⁻¹ * s⁻¹ * Real.exp (-(x / s) ^ 2 / 2)

/-- Density of states at energy `E` from `N ≥ 1` equidistant k-points `j/N` and
Gaussian broadening `s > 0`. -/
def sampledDOS (band : ℝ → ℝ) (E : ℝ) (N : ℕ) (s : ℝ) : ℝ :=
  1 / (N : ℝ) * ∑ j ∈ Finset.range N, gaussian s (band ((j : ℝ) / N) - E)

/-- Density of states at energy `E` with Gaussian broadening `s > 0` and the exact
integral over the zone `[0,1]`. -/
def broadenedDOS (band : ℝ → ℝ) (E s : ℝ) : ℝ :=
  ∫ k in (0 : ℝ)..1, gaussian s (band k - E)

/-- The parabolic band `k²`. -/
def parabolicBand (k : ℝ) : ℝ := k ^ 2

/-- The integral of a unit Gaussian whose argument is stretched by `v ≠ 0` is `1/|v|`. -/
theorem integral_stretched_gaussian (v : ℝ) :
    ∫ t : ℝ, (Real.sqrt (2 * Real.pi))⁻¹ * Real.exp (-(v * t) ^ 2 / 2) = 1 / |v| := by
  have e : ∀ t : ℝ, -(v * t) ^ 2 / 2 = -(v ^ 2 / 2) * t ^ 2 := fun t => by ring
  have hA : Real.sqrt (2 * Real.pi) ≠ 0 := by positivity
  simp only [e]
  rw [integral_const_mul, integral_gaussian, div_div_eq_mul_div, mul_comm Real.pi 2,
    Real.sqrt_div (by positivity), Real.sqrt_sq_eq_abs, ← mul_div_assoc, inv_mul_cancel₀ hA]

/-- The broadening function has unit weight. -/
theorem gaussian_normalized {s : ℝ} (hs : 0 < s) : ∫ x, gaussian s x = 1 := by
  have e : ∀ x, gaussian s x =
      s⁻¹ * ((Real.sqrt (2 * Real.pi))⁻¹ * Real.exp (-(s⁻¹ * x) ^ 2 / 2)) := fun x => by
    rw [gaussian, div_eq_inv_mul x s]; ring
  simp only [e]
  rw [integral_const_mul, integral_stretched_gaussian, abs_of_pos (inv_pos.2 hs),
    mul_one_div_cancel (inv_pos.2 hs).ne']

/-- Away from its centre the Gaussian vanishes as the broadening tends to zero. -/
theorem gaussian_off_shell {x : ℝ} (hx : x ≠ 0) :
    Tendsto (fun s => gaussian s x) (𝓝[>] 0) (𝓝 0) := by
  have hlim : Tendsto (fun s : ℝ => (Real.sqrt (2 * Real.pi))⁻¹ * (2 / x ^ 2) * s)
      (𝓝[>] 0) (𝓝 0) := by
    have hc : Continuous (fun s : ℝ => (Real.sqrt (2 * Real.pi))⁻¹ * (2 / x ^ 2) * s) := by
      fun_prop
    have h := hc.tendsto 0
    rw [mul_zero] at h
    exact h.mono_left nhdsWithin_le_nhds
  refine squeeze_zero' ?_ ?_ hlim
  · filter_upwards [self_mem_nhdsWithin] with s hs
    have hs' : 0 < s := hs
    unfold gaussian
    positivity
  · filter_upwards [self_mem_nhdsWithin] with s hs
    have hs' : 0 < s := hs
    have hy : 0 < (x / s) ^ 2 / 2 := by positivity
    -- exp(-y) ≤ 1/y turns the Gaussian into a bound linear in s
    have hexp : Real.exp (-(x / s) ^ 2 / 2) ≤ ((x / s) ^ 2 / 2)⁻¹ := by
      rw [neg_div, Real.exp_neg]
      exact inv_anti₀ hy (by linarith [Real.add_one_le_exp ((x / s) ^ 2 / 2)])
    calc gaussian s x
        ≤ (Real.sqrt (2 * Real.pi))⁻¹ * s⁻¹ * ((x / s) ^ 2 / 2)⁻¹ :=
          mul_le_mul_of_nonneg_left hexp (by positivity)
      _ = (Real.sqrt (2 * Real.pi))⁻¹ * (2 / x ^ 2) * s := by field_simp

/-- Averages of a continuous function over the uniform k-grid converge to its zone integral. -/
theorem grid_average_tendsto {f : ℝ → ℝ} (hf : Continuous f) :
    Tendsto (fun N : ℕ => 1 / (N : ℝ) * ∑ j ∈ Finset.range N, f ((j : ℝ) / N))
      atTop (𝓝 (∫ k in (0 : ℝ)..1, f k)) := by
  rw [Metric.tendsto_atTop]
  intro η hη
  obtain ⟨δ, hδ0, hδ⟩ := Metric.uniformContinuousOn_iff.1
    ((isCompact_Icc (a := (0 : ℝ)) (b := 1)).uniformContinuousOn_of_continuous
      hf.continuousOn) (η / 2) (half_pos hη)
  obtain ⟨M, hM⟩ := exists_nat_gt (1 / δ)
  refine ⟨M, fun n hnM => ?_⟩
  have hMn : 1 / δ < (n : ℝ) := hM.trans_le (by exact_mod_cast hnM)
  have hn : 0 < (n : ℝ) := lt_trans (by positivity) hMn
  have hnδ : 1 / (n : ℝ) < δ := by
    rw [div_lt_iff₀ hδ0] at hMn
    rw [div_lt_iff₀ hn]
    linarith
  have hn1 : 0 < 1 / (n : ℝ) := by positivity
  have hsum := intervalIntegral.sum_integral_adjacent_intervals (f := f) (μ := volume)
    (a := fun j : ℕ => (j : ℝ) / n) (n := n) (fun k _ => hf.intervalIntegrable _ _)
  have e0 : ((0 : ℕ) : ℝ) / n = 0 := by simp
  have e1 : (n : ℝ) / n = 1 := div_self hn.ne'
  simp only [e0, e1] at hsum
  -- the error in each cell is at most η/2 times the cell width
  have hterm : ∀ j ∈ Finset.range n, |1 / (n : ℝ) * f ((j : ℝ) / n) -
      ∫ x in ((j : ℝ) / n)..(((j + 1 : ℕ) : ℝ) / n), f x| ≤ η / 2 * (1 / n) := by
    intro j hj
    have hjn : ((j + 1 : ℕ) : ℝ) ≤ n := by exact_mod_cast Finset.mem_range.mp hj
    have hw : ((j + 1 : ℕ) : ℝ) / n - (j : ℝ) / n = 1 / n := by push_cast; ring
    have h1 : ((j + 1 : ℕ) : ℝ) / n ≤ 1 := (div_le_one hn).2 hjn
    have h0 : 0 ≤ (j : ℝ) / n := by positivity
    have hi : 1 / (n : ℝ) * f ((j : ℝ) / n) -
        ∫ x in ((j : ℝ) / n)..(((j + 1 : ℕ) : ℝ) / n), f x =
        ∫ x in ((j : ℝ) / n)..(((j + 1 : ℕ) : ℝ) / n), (f ((j : ℝ) / n) - f x) := by
      rw [intervalIntegral.integral_sub (continuous_const.intervalIntegrable _ _)
        (hf.intervalIntegrable _ _), intervalIntegral.integral_const, hw, smul_eq_mul]
    rw [hi, ← Real.norm_eq_abs]
    refine (intervalIntegral.norm_integral_le_of_norm_le_const (C := η / 2)
      fun x hx => ?_).trans_eq (by rw [hw, abs_of_pos hn1])
    rw [Set.uIoc_of_le (by linarith)] at hx
    rw [← dist_eq_norm]
    refine (hδ _ ⟨h0, by linarith⟩ x ⟨by linarith [hx.1], by linarith [hx.2]⟩ ?_).le
    rw [Real.dist_eq, abs_lt]
    constructor <;> linarith [hx.1, hx.2]
  rw [Real.dist_eq, ← hsum, Finset.mul_sum, ← Finset.sum_sub_distrib]
  calc _ ≤ _ := Finset.abs_sum_le_sum_abs _ _
    _ ≤ ∑ _j ∈ Finset.range n, η / 2 * (1 / (n : ℝ)) := Finset.sum_le_sum hterm
    _ = η / 2 := by
      rw [Finset.sum_const, Finset.card_range, nsmul_eq_mul]
      field_simp
    _ < η := half_lt_self hη

/-- If a continuous band crosses `E` at a point `q` with `0 < q < 1` and slope `v`, and on `[0,1]`
is separated from `E` at least linearly in `|k - q|`, its broadened density of states tends to
`1/|v|`. -/
theorem broadenedDOS_tendsto {band : ℝ → ℝ} {E q v c : ℝ} (hcont : Continuous band)
    (hq : q ∈ Set.Ioo (0 : ℝ) 1) (hE : band q = E) (hder : HasDerivAt band v q) (hc : 0 < c)
    (hsep : ∀ k ∈ Set.Icc (0 : ℝ) 1, c * |k - q| ≤ |band k - E|) :
    Tendsto (broadenedDOS band E) (𝓝[>] 0) (𝓝 (1 / |v|)) := by
  have scaled : ∀ s : ℝ, 0 < s → ∀ x, s * gaussian s x =
      (Real.sqrt (2 * Real.pi))⁻¹ * Real.exp (-(x / s) ^ 2 / 2) := fun s hs x => by
    have h : s * s⁻¹ = 1 := mul_inv_cancel₀ hs.ne'
    rw [gaussian]
    linear_combination ((Real.sqrt (2 * Real.pi))⁻¹ * Real.exp (-(x / s) ^ 2 / 2)) * h
  -- substitution k = q + s t
  have cov : ∀ (G : ℝ → ℝ) (s : ℝ), 0 < s → ∫ t, s * G (q + s * t) = ∫ k, G k := by
    intro G s hs
    have h : ∫ t, G (q + s * t) = |s⁻¹| • ∫ y, G (q + y) :=
      Measure.integral_comp_mul_left (fun y => G (q + y)) s
    rw [integral_const_mul, h, integral_add_left_eq_self G q, abs_of_pos (inv_pos.2 hs),
      smul_eq_mul, ← mul_assoc, mul_inv_cancel₀ hs.ne', one_mul]
  have lim : Tendsto (fun s => ∫ t, s * (Set.Ioc (0 : ℝ) 1).indicator
      (fun k => gaussian s (band k - E)) (q + s * t)) (𝓝[>] 0)
      (𝓝 (∫ t, (Real.sqrt (2 * Real.pi))⁻¹ * Real.exp (-(v * t) ^ 2 / 2))) := by
    apply tendsto_integral_filter_of_dominated_convergence
      (fun t => (Real.sqrt (2 * Real.pi))⁻¹ * Real.exp (-(c * t) ^ 2 / 2))
    · refine Eventually.of_forall fun s => Measurable.aestronglyMeasurable ?_
      have hm : Continuous (fun k => gaussian s (band k - E)) := by
        unfold gaussian
        fun_prop
      have ha : Measurable (fun t : ℝ => q + s * t) := by fun_prop
      exact ((hm.measurable.indicator measurableSet_Ioc).comp ha).const_mul s
    · filter_upwards [self_mem_nhdsWithin] with s hs
      have hs' : 0 < s := hs
      refine Eventually.of_forall fun t => ?_
      by_cases hk : q + s * t ∈ Set.Ioc (0 : ℝ) 1
      · have hsq : (c * t) ^ 2 ≤ ((band (q + s * t) - E) / s) ^ 2 := by
          apply sq_le_sq.2
          have h := hsep _ ⟨hk.1.le, hk.2⟩
          rw [add_sub_cancel_left, abs_mul, abs_of_pos hs'] at h
          rw [abs_mul, abs_of_pos hc, abs_div, abs_of_pos hs', le_div_iff₀ hs']
          linarith
        rw [Set.indicator_of_mem hk, scaled s hs', Real.norm_of_nonneg (by positivity)]
        exact mul_le_mul_of_nonneg_left (Real.exp_le_exp.2 (by linarith)) (by positivity)
      · rw [Set.indicator_of_notMem hk, mul_zero, norm_zero]
        positivity
    · have e : ∀ t : ℝ, -(c * t) ^ 2 / 2 = -(c ^ 2 / 2) * t ^ 2 := fun t => by ring
      simp only [e]
      exact (integrable_exp_neg_mul_sq (by positivity)).const_mul _
    · refine Eventually.of_forall fun t => ?_
      have hd : HasDerivAt (fun s => band (q + s * t)) (v * t) 0 := by
        have h1 : HasDerivAt (fun s : ℝ => q + s * t) t 0 :=
          (hasDerivAt_mul_const t).const_add q
        have h2 : HasDerivAt band v (q + 0 * t) := by simpa using hder
        exact h2.comp (0 : ℝ) h1
      have hslope : Tendsto (fun s => (band (q + s * t) - E) / s) (𝓝[>] 0) (𝓝 (v * t)) := by
        refine hd.tendsto_slope_zero_right.congr fun s => ?_
        simp [hE, div_eq_inv_mul]
      have hin : ∀ᶠ s in 𝓝[>] (0 : ℝ), q + s * t ∈ Set.Ioc (0 : ℝ) 1 := by
        have h1 : Continuous (fun s : ℝ => q + s * t) := by fun_prop
        have h2 : Tendsto (fun s : ℝ => q + s * t) (𝓝 0) (𝓝 q) := by
          simpa using h1.tendsto 0
        exact (h2.mono_left nhdsWithin_le_nhds) (Ioc_mem_nhds hq.1 hq.2)
      have hg : Continuous (fun x : ℝ =>
          (Real.sqrt (2 * Real.pi))⁻¹ * Real.exp (-x ^ 2 / 2)) := by fun_prop
      refine ((hg.tendsto (v * t)).comp hslope).congr' ?_
      filter_upwards [hin, self_mem_nhdsWithin] with s hk hs
      have h := scaled s hs (band (q + s * t) - E)
      simp only [Function.comp_apply, Set.indicator_of_mem hk, h]
  rw [integral_stretched_gaussian] at lim
  refine lim.congr' ?_
  filter_upwards [self_mem_nhdsWithin] with s hs
  rw [cov _ s hs, integral_indicator measurableSet_Ioc, broadenedDOS,
    intervalIntegral.integral_of_le zero_le_one]

/-- On a fixed grid with no k-point at energy `E`, the sampled density of states vanishes
as the broadening tends to zero. -/
theorem sampledDOS_tendsto_zero {band : ℝ → ℝ} {E : ℝ} {N : ℕ}
    (hoff : ∀ j < N, band ((j : ℝ) / N) ≠ E) :
    Tendsto (sampledDOS band E N) (𝓝[>] 0) (𝓝 0) := by
  have h := (tendsto_finsetSum (Finset.range N) fun j hj =>
    gaussian_off_shell (sub_ne_zero.2 (hoff j (Finset.mem_range.1 hj)))).const_mul (1 / (N : ℝ))
  rw [Finset.sum_const_zero, mul_zero] at h
  exact h

/-- On a fixed grid with a k-point exactly at energy `E`, the sampled density of states
diverges as the broadening tends to zero. -/
theorem sampledDOS_tendsto_atTop {band : ℝ → ℝ} {E : ℝ} {N j : ℕ} (hj : j < N)
    (hon : band ((j : ℝ) / N) = E) :
    Tendsto (sampledDOS band E N) (𝓝[>] 0) atTop := by
  have hN : 0 < 1 / (N : ℝ) := by
    have : 0 < (N : ℝ) := by exact_mod_cast (Nat.zero_le j).trans_lt hj
    positivity
  have hA : 0 < (Real.sqrt (2 * Real.pi))⁻¹ := by positivity
  refine tendsto_atTop_mono' _ ?_
    ((tendsto_inv_nhdsGT_zero.const_mul_atTop hA).const_mul_atTop hN)
  filter_upwards [self_mem_nhdsWithin] with s hs
  have hs' : 0 < s := hs
  -- the on-shell point alone contributes the peak height
  have hpeak : gaussian s (band ((j : ℝ) / N) - E) = (Real.sqrt (2 * Real.pi))⁻¹ * s⁻¹ := by
    simp [gaussian, hon]
  rw [← hpeak]
  refine mul_le_mul_of_nonneg_left ?_ hN.le
  exact Finset.single_le_sum (f := fun i : ℕ => gaussian s (band ((i : ℝ) / N) - E))
    (fun i _ => by unfold gaussian; positivity) (Finset.mem_range.2 hj)

/-- For the band `k²`, `0 < E < 1` and irrational `√E`, refining the grid and then removing the
broadening gives `1/(2√E) > 0`, while removing the broadening on any fixed grid gives zero. -/
theorem grid_and_broadening_limits_do_not_commute {E : ℝ} (h0 : 0 < E) (h1 : E < 1)
    (hirr : Irrational (Real.sqrt E)) :
    (∀ s > 0, Tendsto (fun N => sampledDOS parabolicBand E N s) atTop
      (𝓝 (broadenedDOS parabolicBand E s))) ∧
    Tendsto (broadenedDOS parabolicBand E) (𝓝[>] 0) (𝓝 (1 / (2 * Real.sqrt E))) ∧
    (∀ N, Tendsto (sampledDOS parabolicBand E N) (𝓝[>] 0) (𝓝 0)) ∧
    0 < 1 / (2 * Real.sqrt E) := by
  have hq : 0 < Real.sqrt E := Real.sqrt_pos.2 h0
  have hqq : Real.sqrt E ^ 2 = E := Real.sq_sqrt h0.le
  have hcont : Continuous parabolicBand := by
    unfold parabolicBand
    fun_prop
  refine ⟨fun s _ => ?_, ?_, fun N => ?_, by positivity⟩
  · have hg : Continuous (fun k => gaussian s (parabolicBand k - E)) := by
      unfold gaussian
      fun_prop
    exact grid_average_tendsto hg
  · have hder : HasDerivAt parabolicBand (2 * Real.sqrt E) (Real.sqrt E) := by
      have h := hasDerivAt_pow 2 (Real.sqrt E)
      norm_num at h
      exact h
    have h := broadenedDOS_tendsto hcont ⟨hq, by nlinarith⟩ hqq hder hq (fun k hk => by
      have e : parabolicBand k - E = (k + Real.sqrt E) * (k - Real.sqrt E) := by
        rw [parabolicBand]
        linear_combination hqq
      rw [e, abs_mul, abs_of_pos (by linarith [hk.1] : 0 < k + Real.sqrt E)]
      exact mul_le_mul_of_nonneg_right (by linarith [hk.1]) (abs_nonneg _))
    rwa [abs_of_pos (by positivity : 0 < 2 * Real.sqrt E)] at h
  · -- an on-shell grid point would make √E rational
    refine sampledDOS_tendsto_zero fun j _ hj => hirr ⟨(j : ℚ) / N, ?_⟩
    rw [← hj, parabolicBand, Real.sqrt_sq (by positivity)]
    push_cast
    rfl

end

end BroadenedDensityOfStates
```

```lean
#print axioms BroadenedDensityOfStates.gaussian_normalized
#print axioms BroadenedDensityOfStates.sampledDOS_tendsto_atTop
#print axioms BroadenedDensityOfStates.grid_and_broadening_limits_do_not_commute
```

```
'BroadenedDensityOfStates.gaussian_normalized' depends on axioms: [propext, Classical.choice, Quot.sound]
'BroadenedDensityOfStates.sampledDOS_tendsto_atTop' depends on axioms: [propext, Classical.choice, Quot.sound]
'BroadenedDensityOfStates.grid_and_broadening_limits_do_not_commute' depends on axioms: [propext, Classical.choice, Quot.sound]
```

## How the proof follows the calculation

`integral_stretched_gaussian` evaluates the final Gaussian integral, and `gaussian_normalized` uses it to confirm that $d_s$ has unit weight. `gaussian_off_shell` is the bound linear in $s$, closed by squeezing. `grid_average_tendsto` is the cell-by-cell estimate, with `hterm` bounding the error of one cell.

`broadenedDOS_tendsto` treats a general continuous band that crosses $E$ at a point $q$ with $0<q<1$ and slope $v$. It assumes $c\,|k-q|\le|\mathrm{band}(k)-E|$ on $[0,1]$ for some $c>0$. Physically, the band meets $E$ only at $q$ and is not flat there. In the proof, `cov` is the substitution $k=q+st$, and an indicator function keeps $k$ inside the zone while $t$ runs over the whole line. The separation hypothesis supplies the dominating Gaussian, and the derivative at $q$ supplies the pointwise limit through `hslope`.

`sampledDOS_tendsto_zero` adds up the off-shell limits. `sampledDOS_tendsto_atTop` proves the on-shell divergence by keeping a single term of the sum.

The last theorem combines `grid_average_tendsto`, `broadenedDOS_tendsto` and `sampledDOS_tendsto_zero` for the band $k^2$, with $v=2\sqrt E$ and $c=\sqrt E$. The separation condition is derived here from the factorization of $k^2-E$. For the fixed grid, an on-shell point would give the rational number $j/N$ equal to $\sqrt E$, contradicting `hirr`.
